# A normalised orbital on the line with sech density and kinetic energy below its spinless Thomas-Fermi value

An orbital-free calculation in one dimension may evaluate $\frac{\pi^2}{6}\int n^3\,dx$ from a density $n$ and then use the number as a floor under the kinetic energy. For one spinless, non-interacting particle that second step fails: the real orbital $\sqrt{n}$ with density $n(x)=\operatorname{sech}(x)/\pi$ has kinetic energy $1/16$, while the Thomas-Fermi value of $n$ is $1/12$, in units with $\hbar=m=1$. Subtracting a fixed constant from the functional does not restore the bound.

```lean
import Mathlib

open MeasureTheory Filter Topology Real

namespace ThomasFermiSechOrbital

noncomputable section
```

## The orbital and the two energies

The hyperbolic secant is $\operatorname{sech}x=1/\cosh x$.

```lean
/-- The hyperbolic secant. -/
def sech (x : ℝ) : ℝ := (Real.cosh x)⁻¹
```

An inverse length $\kappa>0$ sets the width of the real orbital
$$\varphi_\kappa(x)=\sqrt{\kappa\operatorname{sech}(\kappa x)/\pi}.$$
The Lean function `orbital` accepts any real `κ`; the theorems about it assume `0 < κ`.

```lean
/-- The orbital `√(κ sech(κ x) / π)` with inverse length `κ`. -/
def orbital (κ x : ℝ) : ℝ := √(κ * sech (κ * x) / π)
```

The kinetic energy is $T[\varphi]=\frac12\int\varphi'^2\,dx$, with the pointwise derivative `deriv` and the Lebesgue integral over the whole line.

```lean
/-- Kinetic energy of a real orbital on the line, in units with `ħ = m = 1`. -/
def kineticEnergy (φ : ℝ → ℝ) : ℝ := 1 / 2 * ∫ x, (deriv φ x) ^ 2
```

In a uniform gas of spinless fermions the momenta are filled up to $k_F=\pi n$, so the kinetic energy per length is
$$\frac1{2\pi}\int_{-k_F}^{k_F}\frac{k^2}{2}\,dk=\frac{\pi^2}{6}n^3.$$
Applying this locally gives the Thomas-Fermi functional. The code takes the prefactor as a definition and does not derive it from the gas.

```lean
/-- The Thomas-Fermi kinetic energy of a spinless density on the line. -/
def thomasFermiEnergy (n : ℝ → ℝ) : ℝ := π ^ 2 / 6 * ∫ x, (n x) ^ 3
```

## Integrals of sech and its cube

Dividing $\cosh^2x=1+\sinh^2x$ by $\cosh^2x$ gives $\sinh^2x\operatorname{sech}^2x=1-\operatorname{sech}^2x$. This identity, positivity and $\cosh x\operatorname{sech}x=1$ carry the later algebra.

```lean
/-- The hyperbolic secant is positive, is the reciprocal of `cosh`, and satisfies
`sinh² sech² = 1 - sech²`. -/
theorem sech_identities (x : ℝ) :
    0 < sech x ∧ Real.cosh x * sech x = 1 ∧
      Real.sinh x ^ 2 * sech x ^ 2 = 1 - sech x ^ 2 := by
  have e1 : Real.cosh x * sech x = 1 := mul_inv_cancel₀ (Real.cosh_pos x).ne'
  refine ⟨inv_pos.2 (Real.cosh_pos x), e1, ?_⟩
  linear_combination (Real.cosh x * sech x + 1) * e1 - sech x ^ 2 * Real.cosh_sq x
```

The reciprocal rule gives $\operatorname{sech}'x=-\sinh x/\cosh^2x=-\sinh x\operatorname{sech}^2x$.

```lean
/-- The derivative of `sech` is `-sinh sech²`. -/
theorem hasDerivAt_sech (x : ℝ) : HasDerivAt sech (-Real.sinh x * sech x ^ 2) x := by
  have h : HasDerivAt sech (-Real.sinh x / Real.cosh x ^ 2) x :=
    (Real.hasDerivAt_cosh x).inv (Real.cosh_pos x).ne'
  refine h.congr_deriv ?_
  simp only [sech]
  ring
```

If $F'=f$ with $F$ odd and $F(x)\to L$ as $x\to\infty$, then $F(x)\to-L$ as $x\to-\infty$, and $\int f\,dx=L-(-L)=2L$. Integrability of $f$ is a hypothesis here.

```lean
/-- An integrable function with an odd primitive tending to `L` at infinity has
integral `2 L` over the line. -/
theorem integral_of_odd_primitive {F f : ℝ → ℝ} {L : ℝ}
    (hF : ∀ x, HasDerivAt F (f x) x) (hodd : ∀ x, F (-x) = -F x)
    (hf : Integrable f) (hL : Tendsto F atTop (𝓝 L)) : ∫ x, f x = 2 * L := by
  have hb : Tendsto F atBot (𝓝 (-L)) := by
    have h := (hL.comp tendsto_neg_atBot_atTop).neg
    refine h.congr fun x => ?_
    simp [hodd]
  rw [integral_of_hasDerivAt_of_tendsto hF hf hb hL]
  ring
```

Integrability follows from
$$\cosh x\ge\tfrac12e^{|x|}\ge\tfrac12\left(1+|x|+\tfrac12x^2\right)\ge\tfrac14(1+x^2),$$
which bounds $\operatorname{sech}x$ by $4/(1+x^2)$. Since $0<\operatorname{sech}x\le1$, the cube is bounded by $\operatorname{sech}x$ itself.

For the first integral,
$$\frac{d}{dx}\arctan(\sinh x)=\frac{\cosh x}{1+\sinh^2x}=\operatorname{sech}x.$$
This odd primitive tends to $\pi/2$, so $\int\operatorname{sech}x\,dx=\pi$. For the second,
$$\frac{d}{dx}\left(\sinh x\operatorname{sech}^2x\right)=\operatorname{sech}x-2\sinh^2x\operatorname{sech}^3x=2\operatorname{sech}^3x-\operatorname{sech}x,$$
so $\frac12\left[\sinh x\operatorname{sech}^2x+\arctan(\sinh x)\right]$ is an odd primitive of $\operatorname{sech}^3x$. Its first term vanishes at infinity because $|\sinh x\operatorname{sech}^2x|\le\operatorname{sech}x$. The limit is $\pi/4$ and the integral is $\pi/2$. In the proof, `hA` and `hC` are the two primitives, and `hB` is the vanishing boundary term.

```lean
/-- Both `sech` and `sech³` are integrable on the line, with integrals `π` and `π / 2`. -/
theorem sech_integrals :
    (Integrable sech ∧ ∫ x, sech x = π) ∧
      (Integrable (fun x => sech x ^ 3) ∧ ∫ x, sech x ^ 3 = π / 2) := by
  have hcont : Continuous sech :=
    continuous_iff_continuousAt.2 fun x => (hasDerivAt_sech x).continuousAt
  -- integrability by comparison with a Lorentzian
  have hi : Integrable sech := by
    refine (integrable_inv_one_add_sq.const_mul 4).mono' hcont.aestronglyMeasurable
      (Eventually.of_forall fun x => ?_)
    obtain ⟨hq, e1, -⟩ := sech_identities x
    have hc : (1 + x ^ 2) / 4 ≤ Real.cosh x := by
      rw [← Real.cosh_abs x, Real.cosh_eq]
      have h1 := Real.quadratic_le_exp_of_nonneg (abs_nonneg x)
      have h2 := Real.exp_pos (-|x|)
      have h3 := sq_abs x
      nlinarith [abs_nonneg x, sq_nonneg x]
    rw [Real.norm_eq_abs, abs_of_pos hq, ← div_eq_mul_inv, le_div_iff₀ (by positivity)]
    nlinarith [mul_le_mul_of_nonneg_left hc hq.le]
  have hi3 : Integrable (fun x => sech x ^ 3) := by
    refine hi.mono' (hcont.pow 3).aestronglyMeasurable (Eventually.of_forall fun x => ?_)
    obtain ⟨hq, -, e2⟩ := sech_identities x
    have h1 : sech x ^ 2 ≤ 1 := by nlinarith [mul_nonneg (sq_nonneg (Real.sinh x)) (sq_nonneg (sech x))]
    rw [Real.norm_eq_abs, abs_of_pos (pow_pos hq 3)]
    nlinarith [mul_le_mul_of_nonneg_left h1 hq.le]
  -- the primitive `arctan (sinh x)` of `sech`
  have hA : ∀ x, HasDerivAt (fun y => Real.arctan (Real.sinh y)) (sech x) x := fun x => by
    refine (Real.hasDerivAt_sinh x).arctan.congr_deriv ?_
    have hc := (Real.cosh_pos x).ne'
    rw [show 1 + Real.sinh x ^ 2 = Real.cosh x ^ 2 by rw [Real.cosh_sq]; ring]
    simp only [sech]
    field_simp
  have hs : Tendsto Real.sinh atTop atTop :=
    tendsto_atTop_mono' atTop
      ((eventually_ge_atTop 0).mono fun x hx => Real.self_le_sinh_iff.2 hx) tendsto_id
  have hAL : Tendsto (fun y => Real.arctan (Real.sinh y)) atTop (𝓝 (π / 2)) :=
    (tendsto_nhds_of_tendsto_nhdsWithin Real.tendsto_arctan_atTop).comp hs
  -- the boundary term `sinh sech²` vanishes at infinity
  have hB : Tendsto (fun y => Real.sinh y * (sech y * sech y)) atTop (𝓝 0) := by
    have hq0 : Tendsto sech atTop (𝓝 0) :=
      tendsto_inv_atTop_zero.comp
        (tendsto_atTop_mono (fun x => (Real.sinh_lt_cosh x).le) hs)
    refine squeeze_zero_norm (fun x => ?_) hq0
    obtain ⟨hq, e1, e2⟩ := sech_identities x
    have h1 : |Real.sinh x * sech x| ≤ 1 :=
      abs_le_of_sq_le_sq (by nlinarith [sq_nonneg (sech x)]) zero_le_one
    rw [← mul_assoc, Real.norm_eq_abs, abs_mul, abs_of_pos hq]
    nlinarith [mul_le_mul_of_nonneg_right h1 hq.le]
  refine ⟨⟨hi, ?_⟩, hi3, ?_⟩
  · rw [integral_of_odd_primitive hA (fun x => by simp [Real.arctan_neg]) hi hAL]
    ring
  · have hC : ∀ x, HasDerivAt
        (fun y => (Real.sinh y * (sech y * sech y) + Real.arctan (Real.sinh y)) / 2)
        (sech x ^ 3) x := fun x => by
      have hq := hasDerivAt_sech x
      refine ((((Real.hasDerivAt_sinh x).fun_mul (hq.fun_mul hq)).fun_add
        (hA x)).div_const 2).congr_deriv ?_
      obtain ⟨-, e1, e2⟩ := sech_identities x
      linear_combination (sech x / 2) * e1 - sech x * e2
    rw [integral_of_odd_primitive hC (fun x => by
      simp only [sech, Real.sinh_neg, Real.cosh_neg, Real.arctan_neg]; ring) hi3
      ((hB.add hAL).div_const 2)]
    ring
```

## Slope and stationary equation

The quantity under the square root is positive, so the density is $n_\kappa=\varphi_\kappa^2=\kappa\operatorname{sech}(\kappa x)/\pi$.

```lean
/-- The density of the orbital is `κ sech(κ x) / π`. -/
theorem orbital_sq {κ : ℝ} (hκ : 0 < κ) (x : ℝ) :
    orbital κ x ^ 2 = κ * sech (κ * x) / π :=
  Real.sq_sqrt (div_nonneg (mul_pos hκ (sech_identities _).1).le Real.pi_pos.le)
```

Differentiating the density gives $2\varphi_\kappa\varphi_\kappa'=-\kappa\tanh(\kappa x)\,\varphi_\kappa^2$. As $\varphi_\kappa>0$, division yields
$$\varphi_\kappa'=-\frac{\kappa}{2}\tanh(\kappa x)\,\varphi_\kappa.$$
Lean applies the square-root rule directly and clears the denominator $2\varphi_\kappa$.

```lean
/-- The slope of the orbital is `-(κ / 2) tanh(κ x)` times the orbital, with
`tanh` written as `sinh sech`. -/
theorem hasDerivAt_orbital {κ : ℝ} (hκ : 0 < κ) (x : ℝ) :
    HasDerivAt (orbital κ)
      (-(κ / 2) * (Real.sinh (κ * x) * sech (κ * x)) * orbital κ x) x := by
  have h1 : HasDerivAt (fun y => κ * y) κ x := by
    simpa using (hasDerivAt_id x).const_mul κ
  have hpos : 0 < κ * sech (κ * x) / π :=
    div_pos (mul_pos hκ (sech_identities _).1) Real.pi_pos
  have h2 : HasDerivAt (fun y => κ * sech (κ * y) / π)
      (κ * (-Real.sinh (κ * x) * sech (κ * x) ^ 2 * κ) / π) x :=
    (((hasDerivAt_sech (κ * x)).comp x h1).const_mul κ).div_const π
  have h3 : HasDerivAt (orbital κ)
      (κ * (-Real.sinh (κ * x) * sech (κ * x) ^ 2 * κ) / π / (2 * orbital κ x)) x :=
    h2.sqrt hpos.ne'
  have ho : 0 < orbital κ x := Real.sqrt_pos.2 hpos
  refine h3.congr_deriv ?_
  rw [div_eq_iff (by positivity)]
  linear_combination (κ * Real.sinh (κ * x) * sech (κ * x)) * orbital_sq hκ x
```

Write $s=\operatorname{sech}(\kappa x)$ and $t=\tanh(\kappa x)$, so that $t^2=1-s^2$. A second differentiation gives
$$\varphi_\kappa''=-\frac{\kappa^2}{2}s^2\varphi_\kappa+\frac{\kappa^2}{4}t^2\varphi_\kappa=\frac{\kappa^2}{4}\varphi_\kappa-\frac{3\kappa^2}{4}s^2\varphi_\kappa.$$
The density formula gives $\pi^2\varphi_\kappa^5=\kappa^2s^2\varphi_\kappa$, which is `e3` in the code, and therefore
$$\varphi_\kappa''=\frac{\kappa^2}{4}\varphi_\kappa-\frac{3\pi^2}{4}\varphi_\kappa^5.$$
This is the Euler-Lagrange equation of $\frac12\int\varphi'^2\,dx-\frac{\pi^2}{8}\int\varphi^6\,dx$ at fixed norm; whether the orbital is a minimiser is a separate question that is not settled here.

```lean
/-- The orbital solves the stationary quintic equation
`φ'' = (κ² / 4) φ - (3 π² / 4) φ⁵`. -/
theorem orbital_stationary {κ : ℝ} (hκ : 0 < κ) (x : ℝ) :
    HasDerivAt (deriv (orbital κ))
      (κ ^ 2 / 4 * orbital κ x - 3 * π ^ 2 / 4 * orbital κ x ^ 5) x := by
  rw [show deriv (orbital κ) = fun y =>
    -(κ / 2) * (Real.sinh (κ * y) * sech (κ * y)) * orbital κ y from
      funext fun y => (hasDerivAt_orbital hκ y).deriv]
  have h1 : HasDerivAt (fun y => κ * y) κ x := by
    simpa using (hasDerivAt_id x).const_mul κ
  have hq : HasDerivAt (fun y => sech (κ * y))
      (-Real.sinh (κ * x) * sech (κ * x) ^ 2 * κ) x :=
    (hasDerivAt_sech (κ * x)).comp x h1
  refine (((h1.sinh.fun_mul hq).const_mul (-(κ / 2))).fun_mul
    (hasDerivAt_orbital hκ x)).congr_deriv ?_
  obtain ⟨-, e1, e2⟩ := sech_identities (κ * x)
  -- `π²` times the fifth power of the orbital is `κ² sech²(κ x)` times the orbital
  have e3 : π ^ 2 * orbital κ x ^ 5 = κ ^ 2 * sech (κ * x) ^ 2 * orbital κ x := by
    have hp := Real.pi_pos.ne'
    rw [show orbital κ x ^ 5 = (orbital κ x ^ 2) ^ 2 * orbital κ x by ring, orbital_sq hκ]
    field_simp
  linear_combination (-(κ ^ 2 / 2) * orbital κ x) * e1 +
    (3 * κ ^ 2 / 4 * orbital κ x) * e2 + 3 / 4 * e3
```

## Norm and energies at every width

Substituting $u=\kappa x$ contributes a factor $1/\kappa$ to each integral; this is `scale` in the proof. The norm is
$$\int n_\kappa\,dx=\frac{\kappa}{\pi}\cdot\frac1\kappa\cdot\pi=1.$$
The squared slope is $\varphi_\kappa'^2=\frac{\kappa^2}{4}t^2n_\kappa=\frac{\kappa^3}{4\pi}(s-s^3)$, so
$$T[\varphi_\kappa]=\frac12\cdot\frac{\kappa^3}{4\pi}\cdot\frac1\kappa\left(\pi-\frac\pi2\right)=\frac{\kappa^2}{16}.$$
The cubed density gives
$$\int n_\kappa^3\,dx=\frac{\kappa^3}{\pi^3}\cdot\frac1\kappa\cdot\frac\pi2=\frac{\kappa^2}{2\pi^2}.$$

```lean
/-- The orbital is normalised, its kinetic energy is `κ² / 16`, and the integral of its
cubed density is `κ² / (2 π²)`. -/
theorem orbital_energies {κ : ℝ} (hκ : 0 < κ) :
    ∫ x, orbital κ x ^ 2 = 1 ∧ kineticEnergy (orbital κ) = κ ^ 2 / 16 ∧
      ∫ x, (orbital κ x ^ 2) ^ 3 = κ ^ 2 / (2 * π ^ 2) := by
  obtain ⟨⟨hi, h1⟩, hi3, h3⟩ := sech_integrals
  have hp := Real.pi_pos.ne'
  have hk := hκ.ne'
  -- change of the length unit
  have scale : ∀ (c : ℝ) (g : ℝ → ℝ), ∫ x, c * g (κ * x) = c * (κ⁻¹ * ∫ x, g x) := by
    intro c g
    rw [integral_const_mul, Measure.integral_comp_mul_left, abs_of_pos (inv_pos.2 hκ),
      smul_eq_mul]
  refine ⟨?_, ?_, ?_⟩
  · rw [show (fun x => orbital κ x ^ 2) = fun x => κ / π * sech (κ * x) from
      funext fun x => by rw [orbital_sq hκ]; ring, scale, h1]
    field_simp
  · have hd : (fun x => (deriv (orbital κ) x) ^ 2) = fun x =>
        κ ^ 3 / (4 * π) * (fun y => sech y - sech y ^ 3) (κ * x) := funext fun x => by
      obtain ⟨-, -, e2⟩ := sech_identities (κ * x)
      rw [(hasDerivAt_orbital hκ x).deriv]
      calc _ = κ ^ 2 / 4 * (Real.sinh (κ * x) ^ 2 * sech (κ * x) ^ 2) *
            orbital κ x ^ 2 := by ring
        _ = _ := by rw [e2, orbital_sq hκ]; ring
    rw [kineticEnergy, hd, scale (κ ^ 3 / (4 * π)) (fun y => sech y - sech y ^ 3),
      integral_sub hi hi3, h1, h3]
    field_simp
    ring
  · rw [show (fun x => (orbital κ x ^ 2) ^ 3) = fun x =>
      κ ^ 3 / π ^ 3 * (fun y => sech y ^ 3) (κ * x) from
        funext fun x => by rw [orbital_sq hκ]; ring,
      scale (κ ^ 3 / π ^ 3) (fun y => sech y ^ 3), h3]
    field_simp
```

## The violated bound

At $\kappa=1$ the orbital is $\varphi=\sqrt{\operatorname{sech}(x)/\pi}$, and
$$\frac{T[\varphi]}{\int n^3\,dx}=\frac{1/16}{1/(2\pi^2)}=\frac{\pi^2}{8}<\frac{\pi^2}{6}.$$
The Thomas-Fermi value is $\frac{\pi^2}{6}\cdot\frac1{2\pi^2}=\frac1{12}$, which exceeds $\frac1{16}$. In the theorem, `hφ` only fixes `φ` as this explicit function. The five conclusions are the norm, the kinetic energy, the cubed-density integral, their ratio and the strict inequality between the energies. They concern a single particle and leave open how the functional behaves for many fermions.

The choice of spin matters. Had the functional been defined for a gas with two equally occupied spin states, its prefactor would be $\pi^2/24$ and its value on this density $1/48$. That lies below $1/16$, so the orbital with a single particle in it would no longer be a counterexample. With two non-interacting particles of opposite spin in the same orbital the density doubles: the kinetic energy is $1/8$, the two-spin functional gives $8/48=1/6$, and the bound fails again. This two-spin comparison is not part of the Lean code.

```lean
/-- The orbital `φ = √(sech x / π)` is normalised, has kinetic energy `1/16` and cubed-density
integral `1/(2π²)`, with ratio `π²/8`; its kinetic energy lies below the Thomas-Fermi value. -/
theorem kinetic_lt_thomasFermi (φ : ℝ → ℝ) (hφ : φ = fun x => √(sech x / π)) :
    ∫ x, φ x ^ 2 = 1 ∧ kineticEnergy φ = 1 / 16 ∧
      ∫ x, (φ x ^ 2) ^ 3 = 1 / (2 * π ^ 2) ∧
      kineticEnergy φ / ∫ x, (φ x ^ 2) ^ 3 = π ^ 2 / 8 ∧
      kineticEnergy φ < thomasFermiEnergy (fun x => φ x ^ 2) := by
  have h : φ = orbital 1 := by
    rw [hφ]
    funext x
    simp [orbital]
  obtain ⟨h1, h2, h3⟩ := orbital_energies one_pos
  rw [← h, one_pow] at h2
  simp only [← h, one_pow] at h1 h3
  have hp := Real.pi_pos.ne'
  refine ⟨h1, h2, h3, ?_, ?_⟩
  · rw [h2, h3, div_div_eq_mul_div]
    ring
  · have ht : π ^ 2 / 6 * (1 / (2 * π ^ 2)) = 1 / 12 := by
      field_simp
      norm_num
    rw [thomasFermiEnergy, h2, h3, ht]
    norm_num
```

For general $\kappa$ the Thomas-Fermi value exceeds the kinetic energy by
$$\frac{\kappa^2}{12}-\frac{\kappa^2}{16}=\frac{\kappa^2}{48}.$$
As $\kappa\to0$ the orbital spreads out and this deficit vanishes, although the ratio of the two energies stays at $3/4$. In the opposite direction the deficit grows without limit. Given any real constant $C$, take $\kappa=48|C|+1$; then $\kappa^2>48|C|\ge48C$, so the kinetic energy is below the Thomas-Fermi value minus $C$. The orbital is chosen after $C$, as the order of the quantifiers in the theorem shows.

```lean
/-- For every constant `C` some orbital of the family has kinetic energy below its
Thomas-Fermi value minus `C`. -/
theorem no_constant_repairs_bound (C : ℝ) :
    ∃ κ : ℝ, 0 < κ ∧ kineticEnergy (orbital κ) <
      thomasFermiEnergy (fun x => orbital κ x ^ 2) - C := by
  have ha := abs_nonneg C
  have hκ : 0 < 48 * |C| + 1 := by positivity
  refine ⟨48 * |C| + 1, hκ, ?_⟩
  obtain ⟨-, h2, h3⟩ := orbital_energies hκ
  have hp := Real.pi_pos.ne'
  have ht : ∀ a : ℝ, π ^ 2 / 6 * (a / (2 * π ^ 2)) = a / 12 := fun a => by
    field_simp
    ring
  -- the deficit `κ² / 48` exceeds `C`
  rw [thomasFermiEnergy, h2, h3, ht]
  nlinarith [le_abs_self C, mul_nonneg ha ha]

end

end ThomasFermiSechOrbital
```

```lean
#print axioms ThomasFermiSechOrbital.orbital_stationary
-- 'ThomasFermiSechOrbital.orbital_stationary' depends on axioms: [propext, Classical.choice, Quot.sound]
#print axioms ThomasFermiSechOrbital.kinetic_lt_thomasFermi
-- 'ThomasFermiSechOrbital.kinetic_lt_thomasFermi' depends on axioms: [propext, Classical.choice, Quot.sound]
#print axioms ThomasFermiSechOrbital.no_constant_repairs_bound
-- 'ThomasFermiSechOrbital.no_constant_repairs_bound' depends on axioms: [propext, Classical.choice, Quot.sound]
```
